# The Trotter trace of the repulsive Hubbard dimer is an exact average of determinant products over Ising fields

## Do the determinants bring in a second time-step error?

Take two sites, 0 and 1, with occupations n_i↑ and n_i↓ and local moments m_i = n_i↑ − n_i↓. Electrons hop between the sites, and two on the same site cost an energy U ≥ 0. In imaginary-time steps of length τ > 0, each slice is the product of a hopping factor and an interaction factor W, diagonal in the occupations with entries exp(τU(m₀² + m₁²)/2). This equals exp(−τ Σ_i (U n_i↑ n_i↓ − U(n_i↑ + n_i↓)/2)), the repulsion with a chemical potential U/2 included.

I accept that an Ising field on each site can replace the interaction in one slice. But hopping and interaction don't commute, and I need the trace of the L-th power of the slice. When I write that trace as a sum of products of two determinants, one per spin, do I make another error in τ on top of the Trotter error? And can those products be negative?

## No: the rewriting is exact at every τ and L

There is no second error. The field identity holds as an operator identity on the whole Fock space, so it can be substituted into every slice without moving any factor past another. The products are also positive if the one-particle matrix of the hopping factor has nonnegative entries and a nonnegative determinant.

Let T be that real 2×2 matrix, the same for both spins. For one spin species, use the basis vacuum, site 0, site 1, both sites. A one-particle matrix B then acts on Fock space as

Γ(B) = 1 ⊕ B ⊕ det B.

**One slice.** Choose a real λ with cosh λ = exp(τU/2). Each m_i is 0, 1 or −1, and at these values

exp(τU m_i²/2) = cosh(λ m_i) = ½ (exp(λ m_i) + exp(−λ m_i)).

Multiply the two sites, and write s = (a, b) with a, b = ±1 for the fields on sites 0 and 1:

W = ¼ Σ_s exp(λ(a m₀ + b m₁)).

Since m_i is a difference of occupations, each exponential is an up-spin factor times a down-spin factor. With V(λ, s) = diag(exp(λa), exp(λb)),

W = ¼ Σ_s Γ(V(λ, s)) ⊗ Γ(V(−λ, s)).

**Including the hopping.** Matrix products and determinants are both multiplicative, so Γ(AB) = Γ(A)Γ(B), and

(Γ(T) ⊗ Γ(T)) W = ¼ Σ_s Γ(T V(λ, s)) ⊗ Γ(T V(−λ, s)).

**All slices.** Expanding the L-th power without reordering gives one ordered product for each field history s_0, …, s_{L−1}. Define

M(λ) = T V(λ, s_0) T V(λ, s_1) ⋯ T V(λ, s_{L−1}).

By multiplicativity, each ordered product collapses to Γ(M(λ)) ⊗ Γ(M(−λ)), whose trace is the product of the two traces. For any B,

Tr Γ(B) = 1 + B₀₀ + B₁₁ + det B = det(1 + B).

Therefore

Tr[((Γ(T) ⊗ Γ(T)) W)^L] = 4^(−L) Σ_histories det(1 + M(λ)) det(1 + M(−λ)).

**Signs.** If T has nonnegative entries and det T ≥ 0, the same is true of M(±λ), because V(±λ, s) has both properties and products preserve them. The formula for det(1 + B) then gives at least 1 for each determinant.

Here is the derivation in Lean 4 with Mathlib.

```lean
import Mathlib

open Matrix
open scoped Kronecker

namespace HubbardDimer

noncomputable section

/-- Creation operators of one spin species on two sites, in the basis vacuum, site 0, site 1, both
sites occupied. -/
def create : Fin 2 → Matrix (Fin 4) (Fin 4) ℝ :=
  ![!![0, 0, 0, 0; 1, 0, 0, 0; 0, 0, 0, 0; 0, 0, 1, 0],
    !![0, 0, 0, 0; 0, 0, 0, 0; 1, 0, 0, 0; 0, -1, 0, 0]]

/-- Occupation of site `i` in each of the four basis states of one spin species. -/
def occ : Fin 2 → Fin 4 → ℝ := ![![0, 1, 0, 1], ![0, 0, 1, 1]]

/-- The Fock-space operator `1 ⊕ B ⊕ det B` of a one-particle matrix `B`. -/
def Γ (B : Matrix (Fin 2) (Fin 2) ℝ) : Matrix (Fin 4) (Fin 4) ℝ :=
  !![1, 0, 0, 0; 0, B 0 0, B 0 1, 0; 0, B 1 0, B 1 1, 0; 0, 0, 0, B.det]

/-- Local moment `n_up - n_dn` of site `i` in a joint basis state of both spins. -/
def moment (i : Fin 2) (p : Fin 4 × Fin 4) : ℝ := occ i p.1 - occ i p.2

/-- Interaction factor of one time slice, diagonal in the occupations, with entries
`exp (τ U (m₀² + m₁²) / 2)`. -/
def W (τ U : ℝ) : Matrix (Fin 4 × Fin 4) (Fin 4 × Fin 4) ℝ :=
  diagonal fun p => Real.exp (τ * U * (moment 0 p ^ 2 + moment 1 p ^ 2) / 2)

/-- The value `1` or `-1` of an Ising variable. -/
def ising (b : Bool) : ℝ := if b then 1 else -1

/-- The one-particle matrix `exp (lam diag s)` of the two Ising fields of a time slice. -/
def V (lam : ℝ) (s : Bool × Bool) : Matrix (Fin 2) (Fin 2) ℝ :=
  !![Real.exp (lam * ising s.1), 0; 0, Real.exp (lam * ising s.2)]

/-- The time-ordered product of `T exp (lam diag s_l)` over all time slices. -/
def propagator (T : Matrix (Fin 2) (Fin 2) ℝ) (lam : ℝ) {L : ℕ}
    (s : Fin L → Bool × Bool) : Matrix (Fin 2) (Fin 2) ℝ :=
  (List.ofFn fun l => T * V lam (s l)).prod

/-- The number operator `c† c` of each site is diagonal, with the occupations as entries. -/
theorem number_operator (i : Fin 2) : create i * (create i)ᵀ = diagonal (occ i) := by
  ext a b
  fin_cases i <;> fin_cases a <;> fin_cases b <;>
    simp [create, occ, Matrix.mul_apply, Fin.sum_univ_succ]

/-- Moving `Γ B` past a creation operator transforms that operator by the
one-particle matrix `B`. -/
theorem Γ_create (B : Matrix (Fin 2) (Fin 2) ℝ) (j : Fin 2) :
    Γ B * create j = (B 0 j • create 0 + B 1 j • create 1) * Γ B := by
  ext a b
  fin_cases j <;> fin_cases a <;> fin_cases b <;>
    simp [create, Γ, Matrix.mul_apply, Fin.sum_univ_succ, det_fin_two] <;> ring

/-- The factor `W` is the particle-hole symmetric Hubbard interaction factor
`exp (-τ U ∑ (n_up - 1/2)(n_dn - 1/2))` times the constant `exp (τ U / 2)`. -/
theorem W_eq_hubbard (τ U : ℝ) :
    W τ U = diagonal fun p => Real.exp (τ * U / 2) *
      Real.exp (-(τ * U) * ∑ i, (occ i p.1 - 1 / 2) * (occ i p.2 - 1 / 2)) := by
  -- occupations are idempotent
  have hsq : ∀ i a, occ i a ^ 2 = occ i a := by
    intro i a
    fin_cases i <;> fin_cases a <;> simp [occ]
  unfold W
  congr 1
  funext p
  rw [← Real.exp_add]
  congr 1
  rw [Fin.sum_univ_two]
  simp only [moment]
  linear_combination (τ * U / 2) *
    (hsq 0 p.1 + hsq 0 p.2 + hsq 1 p.1 + hsq 1 p.2)

/-- The Fock-space operator of a product is the product of the Fock-space operators. -/
theorem Γ_mul (A B : Matrix (Fin 2) (Fin 2) ℝ) : Γ (A * B) = Γ A * Γ B := by
  ext i j
  fin_cases i <;> fin_cases j <;>
    simp [Γ, Matrix.mul_apply, Fin.sum_univ_succ, det_fin_two]

/-- The trace of `Γ B` over the Fock space of one spin species is the fermion
determinant `det (1 + B)`. -/
theorem trace_Γ (B : Matrix (Fin 2) (Fin 2) ℝ) : (Γ B).trace = (1 + B).det := by
  simp [Γ, Matrix.trace, Fin.sum_univ_succ, det_fin_two]
  ring

/-- If `cosh lam = exp (τ U / 2)`, the interaction factor of the dimer is the average over
two Ising fields of independent one-body factors for the two spins. -/
theorem W_decoupled {τ U lam : ℝ} (h : Real.cosh lam = Real.exp (τ * U / 2)) :
    W τ U = (1 / 4 : ℝ) • ∑ s : Bool × Bool, Γ (V lam s) ⊗ₖ Γ (V (-lam) s) := by
  -- the one-body factors are diagonal in the occupations
  have hV : ∀ (mu : ℝ) (s : Bool × Bool), Γ (V mu s) = diagonal fun a =>
      Real.exp (mu * ising s.1 * occ 0 a + mu * ising s.2 * occ 1 a) := by
    intro mu s
    ext a b
    fin_cases a <;> fin_cases b <;> simp [Γ, V, occ, det_fin_two, Real.exp_add]
  have hK : ∀ s : Bool × Bool, Γ (V lam s) ⊗ₖ Γ (V (-lam) s) = diagonal fun p =>
      Real.exp (lam * ising s.1 * moment 0 p) * Real.exp (lam * ising s.2 * moment 1 p) := by
    intro s
    rw [hV, hV, diagonal_kronecker_diagonal]
    congr 1
    funext p
    rw [← Real.exp_add, ← Real.exp_add]
    congr 1
    simp only [moment]
    ring
  -- each local moment is 0, 1 or -1, where the hyperbolic cosine fits the Gaussian
  have hm : ∀ i p, moment i p = 0 ∨ moment i p = 1 ∨ moment i p = -1 := by
    rintro i ⟨a, b⟩
    fin_cases i <;> fin_cases a <;> fin_cases b <;> simp [moment, occ]
  have hs : ∀ i p, Real.exp (τ * U * moment i p ^ 2 / 2) =
      (Real.exp (lam * moment i p) + Real.exp (-(lam * moment i p))) / 2 := by
    intro i p
    have hc := Real.cosh_eq lam
    rcases hm i p with h0 | h0 | h0 <;> rw [h0]
    · norm_num
    · simp only [one_pow, mul_one]
      linarith
    · simp only [neg_one_sq, mul_one, mul_neg, neg_neg]
      linarith
  have ht : ising true = 1 := by simp [ising]
  have hf : ising false = -1 := by simp [ising]
  simp_rw [hK]
  ext p q
  rcases eq_or_ne p q with rfl | hpq
  · rw [Matrix.smul_apply, Matrix.sum_apply]
    simp only [W, diagonal_apply_eq, smul_eq_mul, Fintype.sum_prod_type,
      Fintype.sum_bool, ht, hf, mul_one, mul_neg, neg_mul]
    rw [show τ * U * (moment 0 p ^ 2 + moment 1 p ^ 2) / 2 =
      τ * U * moment 0 p ^ 2 / 2 + τ * U * moment 1 p ^ 2 / 2 by ring,
      Real.exp_add, hs, hs]
    ring
  · simp [W, Matrix.sum_apply, diagonal_apply_ne _ hpq]

/-- A power of a sum of noncommuting terms is the sum over all histories of the
time-ordered products. -/
theorem sum_pow_histories {R ι : Type*} [Semiring R] [Fintype ι] (A : ι → R) (L : ℕ) :
    (∑ a, A a) ^ L = ∑ s : Fin L → ι, (List.ofFn fun l => A (s l)).prod := by
  induction L with
  | zero => simp
  | succ L ih =>
    -- split off the first time slice
    rw [pow_succ', ih, ← (Fin.consEquiv fun _ => ι).sum_comp, Fintype.sum_prod_type,
      Finset.sum_mul_sum]
    simp [Fin.consEquiv, List.ofFn_succ]

/-- A time-ordered product of independent factors for the two spins is one Fock-space
operator for each spin. -/
theorem prod_Γ_kronecker {L : ℕ} (A B : Fin L → Matrix (Fin 2) (Fin 2) ℝ) :
    (List.ofFn fun l => Γ (A l) ⊗ₖ Γ (B l)).prod =
      Γ (List.ofFn A).prod ⊗ₖ Γ (List.ofFn B).prod := by
  induction L with
  | zero =>
    have h1 : Γ 1 = 1 := by
      ext i j
      fin_cases i <;> fin_cases j <;> simp [Γ]
    simp [h1]
  | succ L ih =>
    simp only [List.ofFn_succ, List.prod_cons]
    rw [ih, Γ_mul, Γ_mul, mul_kronecker_mul]

/-- For any real hopping factor `T` and `cosh lam = exp (τ U / 2)`, the Trotter trace of the
Hubbard dimer is `4^(-L)` times the sum over all Ising fields of the product of the
two fermion determinants. -/
theorem trace_eq_sum_det (T : Matrix (Fin 2) (Fin 2) ℝ) {τ U lam : ℝ}
    (h : Real.cosh lam = Real.exp (τ * U / 2)) (L : ℕ) :
    (((Γ T ⊗ₖ Γ T) * W τ U) ^ L).trace =
      (1 / 4 : ℝ) ^ L * ∑ s : Fin L → Bool × Bool,
        (1 + propagator T lam s).det * (1 + propagator T (-lam) s).det := by
  -- decouple a single time slice
  have step : (Γ T ⊗ₖ Γ T) * W τ U = (1 / 4 : ℝ) •
      ∑ s : Bool × Bool, Γ (T * V lam s) ⊗ₖ Γ (T * V (-lam) s) := by
    rw [W_decoupled h, Matrix.mul_smul, Finset.mul_sum]
    congr 1
    refine Finset.sum_congr rfl fun s _ => ?_
    rw [← mul_kronecker_mul, ← Γ_mul, ← Γ_mul]
  rw [step, smul_pow, sum_pow_histories, trace_smul, trace_sum, smul_eq_mul]
  congr 1
  refine Finset.sum_congr rfl fun s _ => ?_
  -- the trace factorises over the two spins
  rw [prod_Γ_kronecker, trace_kronecker, trace_Γ, trace_Γ]
  rfl

/-- If `T` has nonnegative entries and nonnegative determinant, every field configuration
of the dimer has a strictly positive weight. -/
theorem weight_pos (T : Matrix (Fin 2) (Fin 2) ℝ) (hT : ∀ i j, 0 ≤ T i j)
    (hdet : 0 ≤ T.det) (lam : ℝ) {L : ℕ} (s : Fin L → Bool × Bool) :
    0 < (1 + propagator T lam s).det * (1 + propagator T (-lam) s).det := by
  have hV : ∀ mu r i j, 0 ≤ V mu r i j := by
    intro mu r i j
    fin_cases i <;> fin_cases j <;> simp [V, Real.exp_nonneg]
  have hVdet : ∀ mu r, 0 ≤ (V mu r).det := by
    intro mu r
    simp only [V, det_fin_two_of, mul_zero, sub_zero]
    positivity
  -- both properties survive the time-ordered product
  have key : ∀ (mu : ℝ) (N : ℕ) (r : Fin N → Bool × Bool),
      (∀ i j, 0 ≤ propagator T mu r i j) ∧ 0 ≤ (propagator T mu r).det := by
    intro mu N
    induction N with
    | zero =>
      intro r
      refine ⟨fun i j => ?_, by simp [propagator]⟩
      fin_cases i <;> fin_cases j <;> simp [propagator]
    | succ N ih =>
      intro r
      have hp : propagator T mu r =
          T * V mu (r 0) * propagator T mu (fun l => r l.succ) := by
        simp only [propagator, List.ofFn_succ, List.prod_cons]
      obtain ⟨h1, h2⟩ := ih fun l => r l.succ
      rw [hp]
      refine ⟨fun i j => ?_, ?_⟩
      · rw [Matrix.mul_apply]
        refine Finset.sum_nonneg fun k _ => mul_nonneg ?_ (h1 k j)
        rw [Matrix.mul_apply]
        exact Finset.sum_nonneg fun l _ => mul_nonneg (hT i l) (hV mu (r 0) l k)
      · rw [det_mul, det_mul]
        exact mul_nonneg (mul_nonneg hdet (hVdet mu (r 0))) h2
  have pos : ∀ mu, 0 < (1 + propagator T mu s).det := by
    intro mu
    obtain ⟨h1, h2⟩ := key mu L s
    have e : (1 + propagator T mu s).det = 1 + propagator T mu s 0 0 +
        propagator T mu s 1 1 + (propagator T mu s).det := by
      simp [det_fin_two]
      ring
    linarith [h1 0 0, h1 1 1]
  exact mul_pos (pos lam) (pos (-lam))

end

end HubbardDimer
```

```lean
#print axioms HubbardDimer.Γ_create
#print axioms HubbardDimer.W_eq_hubbard
#print axioms HubbardDimer.trace_eq_sum_det
#print axioms HubbardDimer.weight_pos
```

```
'HubbardDimer.Γ_create' depends on axioms: [propext, Classical.choice, Quot.sound]
'HubbardDimer.W_eq_hubbard' depends on axioms: [propext, Classical.choice, Quot.sound]
'HubbardDimer.trace_eq_sum_det' depends on axioms: [propext, Classical.choice, Quot.sound]
'HubbardDimer.weight_pos' depends on axioms: [propext, Classical.choice, Quot.sound]
```

## What the theorems say about the dimer

`trace_eq_sum_det` states the trace identity for every real `T`, every natural number `L`, and all real `τ`, `U`, `lam` with `Real.cosh lam = Real.exp (τ * U / 2)`. This condition sets the strength with which the field couples to the moment, so that averaging over the field restores the interaction weight of a singly occupied site. A real λ exists only if τU ≥ 0, so at positive τ an attractive U is excluded.

`Fin 4` labels the basis states of one spin species, and `Fin 4 × Fin 4` those of both. The symbol `⊗ₖ` is the Kronecker product, with up spin first. Sites are indexed 0 and 1. A field slice is a pair of Booleans, which `ising` turns into ±1. `propagator` is M, with slice 0 leftmost; some texts put the latest slice there.

Three theorems tie the matrices to fermions. `number_operator` shows that c†c has the entries of `occ`. `Γ_create` says that

Γ(B) c_j† = (Σ_i B_ij c_i†) Γ(B).

`W_eq_hubbard` identifies `W` as exp(τU/2) times the particle-hole symmetric interaction factor exp(−τU Σ_i (n_i↑ − ½)(n_i↓ − ½)). The trace is thus exp(LτU/2) times the Trotter partition function with this symmetric interaction.

The step to the thermal dimer is the Trotter approximation itself: let H be the hopping with one-particle matrix K plus the particle-hole symmetric interaction. With T = exp(−τK) and β = Lτ, exp(−βH) is replaced by L slices, each divided by the constant exp(τU/2). The theorems start after that replacement and do not bound its error.

`weight_pos` needs no relation between λ and U. For this two-site model with real hopping, it means that determinant quantum Monte Carlo can use the summands directly as unnormalised probabilities whenever `T` meets the two conditions.

## From one slice to the full trace

`W_decoupled` is the single-slice identity. Inside it, `hV` writes Γ(V) as a diagonal matrix, `hK` combines the two spins into moments, `hm` lists the three possible moment values, and `hs` checks the cosh identity at each. The final case split compares diagonal and off-diagonal entries.

`Γ_mul` and `trace_Γ` are checked by writing out the 4×4 matrices. `prod_Γ_kronecker` collapses an ordered product by induction on the number of slices, using `mul_kronecker_mul` to multiply the two spin factors separately. In `trace_eq_sum_det`, the intermediate claim `step` absorbs the hopping into each field term. The power is then expanded, and `trace_kronecker` splits the trace of each history.

For `weight_pos`, the claim `key` carries nonnegative entries and a nonnegative determinant through the product by induction. The claim `pos` then uses the expansion of det(1 + M).

## How `Fin.consEquiv` peels off a time slice

Your worry about noncommuting factors is settled in `sum_pow_histories`, which holds in any semiring. A history is a function `Fin L → ι`, and its product is taken over `List.ofFn`, because a list keeps its order. Mathlib's usual product over a finite set requires commuting factors.

In the induction step, `pow_succ'` puts one factor of the sum on the left. `Fin.consEquiv` is the bijection between a history of L + 1 slices and a pair made of its first slice and the remaining L slices. Reindexing with it turns the sum over long histories into a double sum, which is what distributing the left factor over the shorter histories produces. No two factors are exchanged.

## No slices, and one slice without hopping

For L = 0 there is a single empty history and M is the identity. Both determinants are 4, and their product 16 is the trace of the identity on the 16-dimensional Fock space.

For L = 1 and T = 1, each site has two states with m = 0 and two with m = ±1, so the trace is

(2 + 2 exp(τU/2))².

On the other side, each site contributes

(1 + exp(λ))(1 + exp(−λ)) = 2 + 2 cosh λ

for either sign of its field. The four field values therefore have equal weight, and their average is (2 + 2 cosh λ)², the same number.
